# Two atoms coupled by $1/\sqrt{R^2+1/h^2}$: the hardness matrix is positive definite at every $R>0$ for the harmonic mean, but only beyond a threshold for the arithmetic mean

Two atoms approach each other and may change their charges. In a charge-equilibration model, or in the second-order electrostatics of a tight-binding method, charges $q_0$ and $q_1$ contribute the energy $\tfrac12 q^{\mathsf T}Mq$. The diagonal of $M$ holds the atomic hardnesses $a$ and $b$, and the off-diagonal element is a Coulomb interaction damped at short range. If some charges make this energy negative and the total charge is not held fixed, then scaling them up lowers it without bound, and no linear electronegativity term can repair that. The damping contains an average $h$ of the two hardnesses, and the choice of average decides whether this can happen.

```lean
import Mathlib

open Matrix

namespace HardnessMatrixStability

noncomputable section
```

## The damped interaction and the matrix

In atomic units the coupling at distance $R$ is

$$\gamma = \frac{1}{\sqrt{R^2+1/h^2}} .$$

This form is postulated. It interpolates between the point-charge law $1/R$ at large distance and the finite value $h$ at $R=0$, where the two charge clouds have the same centre.

```lean
/-- The damped Coulomb interaction `1/√(R² + 1/h²)` of two atomic charges at distance `R`,
with average hardness `h ≠ 0`. -/
def kernel (h R : ℝ) : ℝ := 1 / √(R ^ 2 + 1 / h ^ 2)
```

The hardness matrix is then

$$M=\begin{pmatrix} a & \gamma\\ \gamma & b\end{pmatrix}.$$

In Lean it is a real matrix indexed by `Fin 2`, so the atoms are numbered 0 and 1. The average `h` is a free argument, and the particular means are inserted later.

```lean
/-- The hardness matrix of two atoms with hardnesses `a` and `b` at distance `R`, coupled by the
damped Coulomb interaction with average hardness `h ≠ 0`. -/
def hardnessMatrix (a b h R : ℝ) : Matrix (Fin 2) (Fin 2) ℝ :=
  !![a, kernel h R; kernel h R, b]
```

Only the square of the coupling is needed for the stability criterion. Since $R^2+1/h^2\ge 0$, squaring removes the root:

$$\gamma^2=\frac{1}{R^2+1/h^2}.$$

```lean
/-- The square of the damped Coulomb interaction is `1/(R² + 1/h²)`. -/
theorem kernel_sq (h R : ℝ) : kernel h R ^ 2 = 1 / (R ^ 2 + 1 / h ^ 2) := by
  unfold kernel
  rw [div_pow, one_pow, Real.sq_sqrt (by positivity)]
```

## Positivity means $\gamma^2<ab$

For a general coupling $g$, multiplying out gives

$$q^{\mathsf T}Mq = a q_0^2+2g\,q_0q_1+b q_1^2 .$$

This is twice the energy above; the factor $\tfrac12$ does not affect its sign. In Lean, `*ᵥ` is matrix times vector and `⬝ᵥ` is the dot product.

```lean
/-- The quadratic form of the charges of two atoms, which is twice their quadratic energy, written
as two on-site terms and one coupling term. -/
theorem charge_form (a b g : ℝ) (q : Fin 2 → ℝ) :
    q ⬝ᵥ (!![a, g; g, b] *ᵥ q) = a * q 0 ^ 2 + 2 * g * q 0 * q 1 + b * q 1 ^ 2 := by
  simp [Matrix.mulVec, dotProduct, Fin.sum_univ_two]
  ring
```

Let $a>0$. The form is positive for all $q\neq0$ exactly when $g^2<ab$.

Suppose first that it is positive. The charges $(-g,a)$ are not both zero, and their form is

$$ag^2-2ag^2+a^2b=a\,(ab-g^2),$$

so $ab-g^2>0$. Conversely, suppose $g^2<ab$ and complete the square:

$$a\,(q^{\mathsf T}Mq)=(aq_0+gq_1)^2+(ab-g^2)\,q_1^2 .$$

If $q_1\ne0$, the last term is positive. If $q_1=0$, then $q_0\neq 0$ and the form is $aq_0^2>0$.

`PosDef` asks for a Hermitian matrix, which here means a symmetric one, together with this positivity. The proof treats the two directions in the same order. It passes the test vector to `hpos`, then splits on `q 1 = 0` and gives the square to `nlinarith`.

```lean
/-- For `a > 0`, two atoms with hardnesses `a`, `b` and coupling `g` have a positive definite
hardness matrix exactly when `g² < ab`. -/
theorem posDef_two_iff {a b g : ℝ} (ha : 0 < a) :
    (!![a, g; g, b] : Matrix (Fin 2) (Fin 2) ℝ).PosDef ↔ g ^ 2 < a * b := by
  rw [Matrix.posDef_iff_dotProduct_mulVec]
  constructor
  · rintro ⟨_, hpos⟩
    -- at the charges (-g, a) the quadratic form equals a (ab - g²)
    have hne : (![-g, a] : Fin 2 → ℝ) ≠ 0 := fun h0 => ha.ne' (congrFun h0 1)
    have key : 0 < star ![-g, a] ⬝ᵥ (!![a, g; g, b] *ᵥ ![-g, a]) := by
      apply hpos
      exact hne
    rw [star_trivial, charge_form] at key
    change 0 < a * (-g) ^ 2 + 2 * g * (-g) * a + b * a ^ 2 at key
    have h2 : 0 < a * (a * b - g ^ 2) := by linarith
    linarith [(mul_pos_iff_of_pos_left ha).1 h2]
  · intro hg
    refine ⟨Matrix.IsHermitian.ext fun i j => by fin_cases i <;> fin_cases j <;> simp, ?_⟩
    intro q hq
    rw [star_trivial, charge_form]
    by_cases h1 : q 1 = 0
    · have h0 : q 0 ≠ 0 := fun h0 => hq (funext (Fin.forall_fin_two.2 ⟨h0, h1⟩))
      have h2 : 0 < a * q 0 ^ 2 := by positivity
      rw [h1]
      linarith
    · -- complete the square after multiplying by a
      have h2 : 0 < (a * b - g ^ 2) * q 1 ^ 2 := mul_pos (by linarith) (by positivity)
      exact (mul_pos_iff_of_pos_left ha).1 (by nlinarith [sq_nonneg (a * q 0 + g * q 1)])
```

The hypothesis $a>0$ matters: for $a=b=-1$ and $g=0$ the inequality $g^2<ab$ reads $0<1$, yet every nonzero charge vector has a negative form.

## The criterion in terms of distance

Insert $\gamma^2$ into $\gamma^2<ab$ and take reciprocals of the positive quantities:

$$\frac{1}{R^2+1/h^2}<ab\quad\Longleftrightarrow\quad \frac1{ab}<R^2+\frac1{h^2}.$$

The lemma `one_div_lt` performs this exchange. The distance enters only through $R^2$, so no sign condition on `R` is needed.

```lean
/-- For positive hardnesses `a`, `b` and any positive average `h`, the hardness matrix is positive
definite exactly when `1/(ab) < R² + 1/h²`. -/
theorem posDef_iff {a b h : ℝ} (ha : 0 < a) (hb : 0 < b) (hh : 0 < h) (R : ℝ) :
    (hardnessMatrix a b h R).PosDef ↔ 1 / (a * b) < R ^ 2 + 1 / h ^ 2 := by
  unfold hardnessMatrix
  rw [posDef_two_iff ha, kernel_sq]
  exact one_div_lt (by positivity) (by positivity)
```

## The geometric mean is the largest safe average

For $a,b,h>0$, the matrix is positive definite at all $R>0$ exactly when $h^2\le ab$.

If $h^2\le ab$, then $1/(ab)\le 1/h^2<R^2+1/h^2$, and the criterion holds. If $h^2>ab$, then $1/(ab)-1/h^2$ is positive, and there is a critical distance

$$R_c=\sqrt{\frac1{ab}-\frac1{h^2}}>0 .$$

At $R_c$ the two sides of the criterion are equal, so the strict inequality fails. The Lean proof argues by contradiction: it applies the assumed positivity at exactly this distance and arrives at a number smaller than itself.

```lean
/-- For positive `a`, `b`, `h`, the hardness matrix is positive definite at every distance `R > 0`
exactly when the average `h` does not exceed the geometric mean of `a` and `b`. -/
theorem posDef_all_distances_iff {a b h : ℝ} (ha : 0 < a) (hb : 0 < b) (hh : 0 < h) :
    (∀ R : ℝ, 0 < R → (hardnessMatrix a b h R).PosDef) ↔ h ^ 2 ≤ a * b := by
  constructor
  · intro H
    by_contra hlt
    have h1 : 1 / h ^ 2 < 1 / (a * b) :=
      one_div_lt_one_div_of_lt (by positivity) (not_le.1 hlt)
    have h2 : 0 < 1 / (a * b) - 1 / h ^ 2 := by linarith
    -- the critical distance, at which the determinant vanishes
    have h3 := (posDef_iff ha hb hh _).1 (H _ (Real.sqrt_pos.2 h2))
    rw [Real.sq_sqrt h2.le] at h3
    linarith
  · intro hle R hR
    have h1 : 1 / (a * b) ≤ 1 / h ^ 2 := one_div_le_one_div_of_le (by positivity) hle
    have h2 : 0 < R ^ 2 := by positivity
    exact (posDef_iff ha hb hh R).2 (by linarith)
```

## The harmonic mean

For $h=2ab/(a+b)$ the condition $h^2\le ab$ becomes

$$4a^2b^2\le ab\,(a+b)^2\quad\Longleftrightarrow\quad 0\le ab\,(a-b)^2,$$

which always holds. After the denominator is cleared, `nlinarith` receives this last product as its hint.

```lean
/-- With the harmonic mean of two positive hardnesses, the hardness matrix is positive definite
at every distance `R > 0`. -/
theorem harmonic_posDef {a b R : ℝ} (ha : 0 < a) (hb : 0 < b) (hR : 0 < R) :
    (hardnessMatrix a b (2 * a * b / (a + b)) R).PosDef := by
  refine (posDef_all_distances_iff ha hb (by positivity)).2 ?_ R hR
  rw [div_pow, div_le_iff₀ (by positivity)]
  nlinarith [mul_nonneg (mul_pos ha hb).le (sq_nonneg (a - b))]
```

The hypothesis $R>0$ is needed. With $a=b=1$ and $R=0$ one has $h=\gamma=1$, all four entries of $M$ are 1, and the charges $(1,-1)$ cost no energy.

## The arithmetic mean

For $h=(a+b)/2$ we have $1/h^2=4/(a+b)^2$, and the criterion turns into

$$R^2>\frac1{ab}-\frac4{(a+b)^2}=\frac{(a-b)^2}{ab\,(a+b)^2}.$$

The theorem states the first form of the threshold; the second shows that it grows out of the difference between the hardnesses. As an illustration, $a=0.1$ and $b=0.4$ in atomic units give $R^2>25-16=9$, so positivity is lost at 3 bohr and below, a distance comparable to a bond length.

```lean
/-- With the arithmetic mean of two positive hardnesses, the hardness matrix is positive definite
exactly when `R² > 1/(ab) - 4/(a+b)²`. -/
theorem arithmetic_posDef_iff {a b : ℝ} (ha : 0 < a) (hb : 0 < b) (R : ℝ) :
    (hardnessMatrix a b ((a + b) / 2) R).PosDef ↔
      R ^ 2 > 1 / (a * b) - 4 / (a + b) ^ 2 := by
  have h1 : 1 / ((a + b) / 2) ^ 2 = 4 / (a + b) ^ 2 := by
    rw [div_pow, one_div_div]
    norm_num
  rw [posDef_iff ha hb (by positivity), h1]
  constructor <;> intro h <;> linarith
```

Safety at every $R>0$ requires $(a+b)^2/4\le ab$, that is, $(a-b)^2\le0$, and hence $a=b$. Conversely, for $a=b$ the arithmetic and geometric means coincide, and the condition holds with equality.

```lean
/-- With the arithmetic mean of two positive hardnesses, the hardness matrix is positive definite
at every distance `R > 0` only if the two hardnesses are equal, and then it is. -/
theorem arithmetic_all_distances_iff {a b : ℝ} (ha : 0 < a) (hb : 0 < b) :
    (∀ R : ℝ, 0 < R → (hardnessMatrix a b ((a + b) / 2) R).PosDef) ↔ a = b := by
  rw [posDef_all_distances_iff ha hb (by positivity)]
  constructor
  · intro h
    have h1 : (a - b) ^ 2 = 0 := le_antisymm (by nlinarith) (sq_nonneg _)
    exact sub_eq_zero.1 (pow_eq_zero_iff (two_ne_zero)|>.1 h1)
  · rintro rfl
    apply le_of_eq
    ring
```

## Charge transfer still has positive quadratic energy

The charges $(t,-t)$ leave the total charge unchanged. Their form is

$$at^2-2\gamma t^2+bt^2=(a+b-2\gamma)\,t^2 .$$

For $R>0$ and $h>0$ we have $\gamma^2=1/(R^2+1/h^2)<h^2$, hence $\gamma<h$. If also $h\le(a+b)/2$, then $a+b-2\gamma>0$, and the form is positive for every $t\neq0$.

In Lean, `h1` is the bound $\gamma<h$, obtained by comparing squares, and `h2` is the positivity of $(a+b-2\gamma)\,t^2$. The hypotheses constrain $a$ and $b$ only through their mean.

```lean
/-- If the positive average `h` is at most the arithmetic mean of the hardnesses, then at every
distance `R > 0` moving a charge `t ≠ 0` from one atom to the other has positive quadratic
energy. -/
theorem charge_transfer_pos {a b h R t : ℝ} (hh : 0 < h) (hab : h ≤ (a + b) / 2)
    (hR : 0 < R) (ht : t ≠ 0) :
    0 < ![t, -t] ⬝ᵥ (hardnessMatrix a b h R *ᵥ ![t, -t]) := by
  -- at R > 0 the interaction is weaker than its on-site limit h
  have h1 : kernel h R < h := by
    refine lt_of_pow_lt_pow_left₀ 2 hh.le ?_
    have hR2 : 0 < R ^ 2 := by positivity
    rw [kernel_sq]
    exact (one_div_lt (by positivity) (by positivity)).2 (by linarith)
  have h2 : 0 < (a + b - 2 * kernel h R) * t ^ 2 := mul_pos (by linarith) (by positivity)
  unfold hardnessMatrix
  rw [charge_form]
  change 0 < a * t ^ 2 + 2 * kernel h R * t * (-t) + b * (-t) ^ 2
  linarith

end

end HardnessMatrixStability
```

The bound on $h$ is needed here. With $a=b=1$, $h=2$ and $R=\tfrac12$ the coupling is $\gamma=\sqrt2$, and the transfer has the negative form $(2-2\sqrt2)\,t^2$.

The arithmetic mean satisfies the bound, so at distances $R>0$ below its threshold any charges with negative quadratic energy have a nonzero sum. In this two-atom model with one charge per atom, minimising the energy at fixed total charge therefore remains well posed at every $R>0$, whereas $M$ itself has no Cholesky factorisation with positive diagonal entries at or below the threshold.

The results concern this second-order term alone. They do not cover larger molecules, shell-resolved charges, or the band-structure and higher-order terms of a complete tight-binding energy, so a negative direction of $M$ does not by itself show that such a method is unstable.

```lean
#print axioms HardnessMatrixStability.harmonic_posDef
#print axioms HardnessMatrixStability.arithmetic_posDef_iff
#print axioms HardnessMatrixStability.arithmetic_all_distances_iff
#print axioms HardnessMatrixStability.charge_transfer_pos
```

```
'HardnessMatrixStability.harmonic_posDef' depends on axioms: [propext, Classical.choice, Quot.sound]
'HardnessMatrixStability.arithmetic_posDef_iff' depends on axioms: [propext, Classical.choice, Quot.sound]
'HardnessMatrixStability.arithmetic_all_distances_iff' depends on axioms: [propext, Classical.choice, Quot.sound]
'HardnessMatrixStability.charge_transfer_pos' depends on axioms: [propext, Classical.choice, Quot.sound]
```
